# Onsager's condition for the rectangular Ising lattice as x + y + xy = 1 in Boltzmann factors, with one coupling ferromagnetic

Take an Ising model on a rectangular lattice in zero field, with spins s = ±1 and an energy −Jx s s′ or −Jy s s′ for each nearest-neighbour bond along the two directions. With both couplings positive and Boltzmann's constant set to one, Onsager's condition for the critical temperature is sinh(2Jx/T) sinh(2Jy/T) = 1. The declaration takes this equation for T > 0, Jy > 0 and any real Jx, and states that it holds exactly when x + y + xy = 1, where x = exp(−2Jx/T) and y = exp(−2Jy/T). For Jx ≤ 0 neither equation can hold; when Jx < 0 the model's transition is instead where the product of sinhs is −1. The declaration is only an equivalence between two equations, and does not itself show that they locate a phase transition. The attempt writes 4xy(sinh(2Jx/T) sinh(2Jy/T) − 1) as the product (1 − xy − x − y)(1 − xy + x + y), and shows that the second factor is positive because x > 0 and 0 < y < 1, so that only the first can vanish.

As first written in Lean, the proof fails:

```lean
import Mathlib

open Real

namespace OnsagerIffBoltzmann

noncomputable section

/-- The product `sinh (2 Jx / T) * sinh (2 Jy / T)` for an Ising model on a rectangular lattice
with couplings `Jx`, `Jy` at temperature `T ≠ 0`, in units with Boltzmann constant one. -/
def onsagerProduct (Jx Jy T : ℝ) : ℝ := sinh (2 * Jx / T) * sinh (2 * Jy / T)

/-- For `Jy > 0` and `T > 0` the Onsager condition is equivalent to `x + y + x y = 1` for the
Boltzmann factors `x = exp (-2 Jx / T)` and `y = exp (-2 Jy / T)`. -/
theorem onsager_iff_boltzmann {Jx Jy T : ℝ} (hy : 0 < Jy) (hT : 0 < T) :
    onsagerProduct Jx Jy T = 1 ↔
      exp (-(2 * Jx / T)) + exp (-(2 * Jy / T))
        + exp (-(2 * Jx / T)) * exp (-(2 * Jy / T)) = 1 := by
  unfold onsagerProduct
  have hb : 0 < 2 * Jy / T := by positivity
  generalize 2 * Jx / T = a
  generalize 2 * Jy / T = b at hb ⊢
  have hs : ∀ u : ℝ, 2 * exp (-u) * sinh u = 1 - exp (-u) ^ 2 := by
    intro u
    have h : exp u * exp (-u) = 1 := by rw [← exp_add, add_neg_cancel, exp_zero]
    rw [sinh_eq]
    linear_combination h
  have ha := hs a
  have hb' := hs b
  have hx0 : 0 < exp (-a) := exp_pos _
  have hy0 : 0 < exp (-b) := exp_pos _
  have hy1 : exp (-b) < 1 := exp_lt_one (by linarith)
  generalize exp (-a) = x at *
  generalize exp (-b) = y at *
  -- the condition factorises, and only the first factor can vanish
  have key : 4 * x * y * (sinh a * sinh b - 1)
      = (1 - x * y - x - y) * (1 - x * y + x + y) := by
    linear_combination (2 * y * sinh b) * ha + (1 - x ^ 2) * hb'
  have hpos : 0 < 1 - x * y + x + y := by
    nlinarith [mul_pos hx0 (sub_pos.mpr hy1)]
  constructor
  · intro h
    rw [h, sub_self, mul_zero] at key
    rcases mul_eq_zero.mp key.symm with h1 | h1
    · linarith
    · exact absurd h1 hpos.ne'
  · intro h
    have h1 : 1 - x * y - x - y = 0 := by linarith
    rw [h1, zero_mul] at key
    have h2 : 4 * x * y ≠ 0 := by positivity
    rcases mul_eq_zero.mp key with h3 | h3
    · exact absurd h3 h2
    · linarith

end

end OnsagerIffBoltzmann
```

The compiler's answer:

```
Main.lean:32:29: error(lean.unknownIdentifier): Unknown identifier `exp_lt_one`
```

Diagnosis. The one error says that Lean can't resolve the name `exp_lt_one` at the point where the proof needs `exp (-b) < 1`. The file has `open Real`, which lets lemmas such as `Real.exp_pos` be called by their short names, but it doesn't make `exp_lt_one` available in the Mathlib used here. The inequality itself is true, since `hb` gives `0 < b`.

The repair uses `Real.exp_lt_one_iff`, which says that the exponential of a real number is below one if and only if that number is negative. Being an equivalence, it can't be applied directly to a proof of negativity as the missing lemma was meant to be, so `.mpr` picks out the direction from `-b < 0` to `exp (-b) < 1`. The argument `(by linarith)` stays as it was, and proves `-b < 0` from `hb`.

Lean accepts the file once it reads:

```diff
@@ -30,5 +30,5 @@
   have hx0 : 0 < exp (-a) := exp_pos _
   have hy0 : 0 < exp (-b) := exp_pos _
-  have hy1 : exp (-b) < 1 := exp_lt_one (by linarith)
+  have hy1 : exp (-b) < 1 := Real.exp_lt_one_iff.mpr (by linarith)
   generalize exp (-a) = x at *
   generalize exp (-b) = y at *
```
